# Optimised partitioning: denominators that make E2 + E3 stationary give the CEPA-0 energy when all couplings are nonzero

Perturbation theory for a reference configuration leaves the zeroth-order excitation energies free to be chosen. If the sum $E_2+E_3$ is stationary in each of them, then $E_3=0$ and $E_2$ equals the CEPA-0 correlation energy. Here $M$ is the matrix of the Hamiltonian minus the reference energy among the excited configurations, $v$ is their coupling to the reference, and $d$ holds the excitation energies used as denominators. $M$ is real, symmetric and invertible, and every $v_m$ and $d_m$ is nonzero.

For electronic structure this links third-order theory to CEPA-0 in a finite real configuration basis. With a closed-shell Hartree–Fock reference the single excitations have zero coupling (Brillouin's theorem), so they must be left out of the basis for the stationarity result to apply, as must any other configuration with zero coupling. The CEPA-0 energy is then that of the remaining configurations. The theorems take $M$ and $v$ as given; constructing them from a molecular Hamiltonian is a separate step.

## Amplitudes and energies

In Lean 4 with Mathlib:

```lean
import Mathlib

open Matrix

namespace OptimisedPartitioning

noncomputable section

variable {n : Type*}
```

The type `n` labels the excited configurations. A vector is a function `n → ℝ`, one real number per label.

```lean
/-- First-order amplitudes `t(m) = -v(m)/d(m)` for couplings `v` and nonzero denominators `d`. -/
def amp (v d : n → ℝ) : n → ℝ := fun m => -v m / d m
```

The first-order amplitudes are $t_m=-v_m/d_m$.

```lean
/-- For nonzero denominators, the amplitudes `-v/d` are the only solution of the
first-order equation `d(m) t(m) = -v(m)`. -/
theorem firstOrder_iff {v d t : n → ℝ} (hd : ∀ m, d m ≠ 0) :
    (∀ m, d m * t m = -v m) ↔ t = amp v d := by
  constructor
  · intro h
    ext m
    rw [amp, eq_div_iff (hd m), mul_comm]
    exact h m
  · intro h m
    have hm := hd m
    rw [h, amp]
    field_simp
```

Dividing $d_mt_m=-v_m$ by $d_m\neq0$ gives these amplitudes, and multiplying back recovers the equation. The two bullets prove these two directions of `↔`.

```lean
variable [Fintype n]

/-- Second-order energy `⟨v, t⟩`. -/
def secondOrder (v t : n → ℝ) : ℝ := v ⬝ᵥ t
```

The basis is now finite, and $E_2=v\cdot t$; `⬝ᵥ` is the dot product.

```lean
/-- The Hylleraas functional `2⟨v, t⟩ + ⟨t, M t⟩` of trial amplitudes `t`. -/
def hylleraas (M : Matrix n n ℝ) (v t : n → ℝ) : ℝ := 2 * (v ⬝ᵥ t) + t ⬝ᵥ M *ᵥ t
```

The functional $J(t)=2v\cdot t+t\cdot Mt$ has the Hylleraas form, with the full matrix $M$ where the usual second-order functional has the zeroth-order excitation energies. `*ᵥ` is matrix times vector.

```lean
/-- Exact expansion of the Hylleraas functional about amplitudes `t`, for symmetric `M`. -/
theorem hylleraas_add {M : Matrix n n ℝ} (hM : M.IsSymm) (v t u : n → ℝ) :
    hylleraas M v (t + u) =
      hylleraas M v t + 2 * (u ⬝ᵥ (v + M *ᵥ t)) + u ⬝ᵥ M *ᵥ u := by
  -- symmetry merges the two cross terms
  have hs : t ⬝ᵥ M *ᵥ u = u ⬝ᵥ M *ᵥ t := by
    rw [Matrix.dotProduct_mulVec, ← Matrix.mulVec_transpose, hM.eq, dotProduct_comm]
  simp only [hylleraas, Matrix.mulVec_add, dotProduct_add, add_dotProduct, hs,
    dotProduct_comm v u]
  ring
```

Multiplying out $J(t+u)$ gives $J(t)+2v\cdot u+t\cdot Mu+u\cdot Mt+u\cdot Mu$. Symmetry makes the cross terms equal (`hs`), so
$$J(t+u)=J(t)+2u\cdot(v+Mt)+u\cdot Mu.$$

```lean
variable [DecidableEq n]

/-- Third-order energy `⟨t, (M - diag d) t⟩`. -/
def thirdOrder (M : Matrix n n ℝ) (d t : n → ℝ) : ℝ := t ⬝ᵥ (M - diagonal d) *ᵥ t
```

The third-order energy is $E_3=t\cdot(M-D)t$, with $D=\mathrm{diag}(d)$. The reference energy is the sum of the zeroth- and first-order energies, so $M-D$ represents the perturbation minus its first-order energy.

```lean
/-- The CEPA-0 correlation energy `-⟨v, M⁻¹ v⟩`, for invertible `M`. -/
def cepa0 (M : Matrix n n ℝ) (v : n → ℝ) : ℝ := -(v ⬝ᵥ M⁻¹ *ᵥ v)
```

CEPA-0 solves $Mt=-v$, which gives the energy $-v\cdot M^{-1}v$.

```lean
/-- The energy `E2 + E3` as a function of the nonzero denominators `d`. -/
def energy (M : Matrix n n ℝ) (v d : n → ℝ) : ℝ :=
  secondOrder v (amp v d) + thirdOrder M d (amp v d)
```

`energy` is $E_2+E_3$ as a function of the denominators.

```lean
/-- For amplitudes solving the first-order equation, `E2 + E3` is the Hylleraas functional. -/
theorem second_add_third (M : Matrix n n ℝ) {v d t : n → ℝ}
    (h : ∀ m, d m * t m = -v m) :
    secondOrder v t + thirdOrder M d t = hylleraas M v t := by
  have hD : diagonal d *ᵥ t = -v := by
    ext m
    rw [Matrix.mulVec_diagonal]
    exact h m
  rw [secondOrder, thirdOrder, hylleraas, Matrix.sub_mulVec, hD, dotProduct_sub,
    dotProduct_neg, dotProduct_comm t v]
  ring
```

The first-order equation says $Dt=-v$ (`hD`). Hence $E_3=t\cdot Mt+t\cdot v$, and adding $E_2=v\cdot t$ gives $J(t)$.

```lean
/-- If first-order amplitudes also solve `M t = -v` with `M` invertible, then the third-order
energy vanishes and the second-order energy is the CEPA-0 energy. -/
theorem third_zero_second_cepa0 {M : Matrix n n ℝ} {v d t : n → ℝ} (hdet : IsUnit M.det)
    (h : ∀ m, d m * t m = -v m) (hopt : M *ᵥ t = -v) :
    thirdOrder M d t = 0 ∧ secondOrder v t = cepa0 M v := by
  constructor
  · have h1 := second_add_third M h
    simp only [hylleraas, hopt, secondOrder, dotProduct_neg, dotProduct_comm t v] at h1
    linarith
  · have hv : v = -(M *ᵥ t) := by rw [hopt, neg_neg]
    have ht : M⁻¹ *ᵥ v = -t := by
      rw [hv, Matrix.mulVec_neg, Matrix.mulVec_mulVec, Matrix.nonsing_inv_mul _ hdet,
        Matrix.one_mulVec]
    rw [secondOrder, cepa0, ht, dotProduct_neg, neg_neg]
```

`IsUnit M.det` means that $M$ is invertible. If also $Mt=-v$, then $E_2+E_3=J(t)=2v\cdot t-t\cdot v=E_2$, so $E_3=0$. Moreover $M^{-1}v=-t$, so the CEPA-0 energy is $v\cdot t=E_2$. Symmetry is not used.

## Varying the denominators

```lean
/-- Response of `E2 + E3` to a change of the denominator `d(k)`, for symmetric `M` and
nonzero denominators. -/
theorem hasDerivAt_energy {M : Matrix n n ℝ} (hM : M.IsSymm) {v d : n → ℝ}
    (hd : ∀ m, d m ≠ 0) (k : n) :
    HasDerivAt (fun x => energy M v (Function.update d k x))
      (2 * (v k / d k ^ 2) * (v + M *ᵥ amp v d) k) (d k) := by
  let e : n → ℝ := Pi.single k 1
  have he : ∀ w : n → ℝ, e ⬝ᵥ w = w k := by
    intro w
    simp [e, dotProduct, Pi.single_apply]
  -- the change of the k-th amplitude, and its derivative
  have hs : HasDerivAt (fun x : ℝ => v k / d k - v k * x⁻¹) (v k / d k ^ 2) (d k) :=
    (((hasDerivAt_inv (hd k)).const_mul (v k)).const_sub (v k / d k)).congr_deriv (by ring)
  have hF := (((hs.mul_const ((v + M *ᵥ amp v d) k)).const_mul 2).const_add
    (hylleraas M v (amp v d))).fun_add ((hs.fun_mul hs).mul_const ((M *ᵥ e) k))
  refine (hF.congr_of_eventuallyEq ?_).congr_deriv (by ring)
  filter_upwards [isOpen_ne.mem_nhds (hd k)] with x hx
  have hx' : ∀ m, Function.update d k x m ≠ 0 := by
    intro m
    by_cases hm : m = k
    · rw [hm, Function.update_self]
      exact hx
    · rw [Function.update_of_ne hm]
      exact hd m
  have ha : amp v (Function.update d k x) = amp v d + (v k / d k - v k * x⁻¹) • e := by
    ext m
    by_cases hm : m = k
    · rw [hm]
      simp [amp, e]
      ring
    · simp [amp, e, hm]
  rw [energy, second_add_third M ((firstOrder_iff hx').mpr rfl), ha, hylleraas_add hM]
  simp only [Matrix.mulVec_smul, dotProduct_smul, smul_dotProduct, he, smul_eq_mul]
  ring
```

`Function.update d k x` replaces $d_k$ by $x$ and leaves the rest alone; `HasDerivAt` states a derivative at a point. Only the $k$th amplitude changes, by
$$s(x)=\frac{v_k}{d_k}-\frac{v_k}{x},\qquad s(d_k)=0,\qquad s'(d_k)=\frac{v_k}{d_k^2}.$$
The expansion of $J$ gives the energy $J(t)+2s\,(v+Mt)_k+s^2M_{kk}$. At $x=d_k$ the quadratic term has zero slope, leaving
$$\frac{\partial(E_2+E_3)}{\partial d_k}=\frac{2v_k}{d_k^2}(v+Mt)_k.$$
In the proof, `hs` differentiates $s$, `ha` gives the changed amplitudes, and `filter_upwards` restricts $x$ to nonzero values near $d_k$.

```lean
/-- For symmetric `M`, nonzero denominators and nonzero couplings, `E2 + E3` is stationary in
every denominator exactly when the first-order amplitudes solve `M t = -v`. -/
theorem stationary_iff {M : Matrix n n ℝ} (hM : M.IsSymm) {v d : n → ℝ}
    (hd : ∀ m, d m ≠ 0) (hv : ∀ m, v m ≠ 0) :
    (∀ k, HasDerivAt (fun x => energy M v (Function.update d k x)) 0 (d k)) ↔
      M *ᵥ amp v d = -v := by
  constructor
  · intro h
    ext k
    have h1 := (h k).unique (hasDerivAt_energy hM hd k)
    have hc : 2 * (v k / d k ^ 2) ≠ 0 :=
      mul_ne_zero two_ne_zero (div_ne_zero (hv k) (pow_ne_zero 2 (hd k)))
    have h0 := (mul_eq_zero.mp h1.symm).resolve_left hc
    rw [Pi.add_apply] at h0
    rw [Pi.neg_apply]
    linarith
  · intro h k
    exact (hasDerivAt_energy hM hd k).congr_deriv (by rw [h]; simp)
```

Since $2v_k/d_k^2\neq0$, all derivatives vanish exactly when $v+Mt=0$. Where $v_k=0$, the derivative would vanish whatever the $k$th residual. The proof compares the two derivatives by uniqueness and cancels the nonzero factor.

```lean
/-- Optimised partitioning: for symmetric invertible `M`, nonzero couplings and nonzero
denominators at which `E2 + E3` is stationary, `E3 = 0` and `E2` is the CEPA-0 energy. -/
theorem optimised_partitioning {M : Matrix n n ℝ} (hM : M.IsSymm) (hdet : IsUnit M.det)
    {v d : n → ℝ} (hd : ∀ m, d m ≠ 0) (hv : ∀ m, v m ≠ 0)
    (hstat : ∀ k, HasDerivAt (fun x => energy M v (Function.update d k x)) 0 (d k)) :
    thirdOrder M d (amp v d) = 0 ∧ secondOrder v (amp v d) = cepa0 M v :=
  third_zero_second_cepa0 hdet ((firstOrder_iff hd).mpr rfl)
    ((stationary_iff hM hd hv).mp hstat)
```

Stationarity gives $Mt=-v$, and the earlier theorem then gives $E_3=0$ and $E_2=-v\cdot M^{-1}v$. The proof is this composition.

## Distance from CEPA-0 and explicit denominators

```lean
/-- For symmetric invertible `M` and any first-order amplitudes `t`, `E2 + E3` differs from the
CEPA-0 energy by the quadratic form of `M` in the amplitude error `t + M⁻¹ v`. -/
theorem energy_gap {M : Matrix n n ℝ} (hM : M.IsSymm) (hdet : IsUnit M.det)
    {v d t : n → ℝ} (h : ∀ m, d m * t m = -v m) :
    secondOrder v t + thirdOrder M d t =
      cepa0 M v + (t + M⁻¹ *ᵥ v) ⬝ᵥ M *ᵥ (t + M⁻¹ *ᵥ v) := by
  have hMt : M *ᵥ (-(M⁻¹ *ᵥ v)) = -v := by
    rw [Matrix.mulVec_neg, Matrix.mulVec_mulVec, Matrix.mul_nonsing_inv _ hdet,
      Matrix.one_mulVec]
  -- expand about the CEPA-0 amplitudes, where the linear term vanishes
  have h1 := hylleraas_add hM v (-(M⁻¹ *ᵥ v)) (t + M⁻¹ *ᵥ v)
  rw [show -(M⁻¹ *ᵥ v) + (t + M⁻¹ *ᵥ v) = t by abel, hMt, add_neg_cancel,
    dotProduct_zero] at h1
  have h2 : hylleraas M v (-(M⁻¹ *ᵥ v)) = cepa0 M v := by
    rw [hylleraas, hMt, cepa0, dotProduct_neg, neg_dotProduct, dotProduct_neg,
      dotProduct_comm (M⁻¹ *ᵥ v) v]
    ring
  rw [second_add_third M h, h1, h2]
  ring
```

Put $w=M^{-1}v$ and expand $J$ about $-w$ with $u=t+w$. The linear term vanishes because $M(-w)=-v$, and $J(-w)=-2v\cdot w+w\cdot v=-v\cdot w$. Therefore
$$E_2+E_3=-v\cdot M^{-1}v+(t+w)\cdot M(t+w).$$

```lean
/-- If `M` is symmetric, invertible and positive semidefinite, the CEPA-0 energy is a lower
bound to `E2 + E3` for every choice of nonzero denominators. -/
theorem cepa0_le_energy {M : Matrix n n ℝ} (hM : M.IsSymm) (hdet : IsUnit M.det)
    (hpos : ∀ x : n → ℝ, 0 ≤ x ⬝ᵥ M *ᵥ x) {v d : n → ℝ} (hd : ∀ m, d m ≠ 0) :
    cepa0 M v ≤ energy M v d := by
  rw [energy, energy_gap hM hdet ((firstOrder_iff hd).mpr rfl)]
  linarith [hpos (amp v d + M⁻¹ *ᵥ v)]
```

The hypothesis `hpos` says that no normalised state in the excited space has an energy expectation value below the reference energy. The last term is then nonnegative, so CEPA-0 lies at or below $E_2+E_3$ for all nonzero denominators.

```lean
/-- For invertible `M`, if no component of `v` or of `M⁻¹ v` vanishes, the denominators
`v(m)/(M⁻¹ v)(m)` are nonzero and their first-order amplitudes solve `M t = -v`. -/
theorem optimal_denominators {M : Matrix n n ℝ} (hdet : IsUnit M.det) {v : n → ℝ}
    (hv : ∀ m, v m ≠ 0) (hw : ∀ m, (M⁻¹ *ᵥ v) m ≠ 0) :
    (∀ m, v m / (M⁻¹ *ᵥ v) m ≠ 0) ∧
      M *ᵥ amp v (fun m => v m / (M⁻¹ *ᵥ v) m) = -v := by
  refine ⟨fun m => div_ne_zero (hv m) (hw m), ?_⟩
  have ha : amp v (fun m => v m / (M⁻¹ *ᵥ v) m) = -(M⁻¹ *ᵥ v) := by
    symm
    refine (firstOrder_iff fun m => div_ne_zero (hv m) (hw m)).mp fun m => ?_
    rw [Pi.neg_apply, mul_neg, div_mul_cancel₀ _ (hw m)]
  rw [ha, Matrix.mulVec_neg, Matrix.mulVec_mulVec, Matrix.mul_nonsing_inv _ hdet,
    Matrix.one_mulVec]
```

If no $v_m$ or $w_m$ is zero, choose $d_m=v_m/w_m$. Then $t_m=-v_m/d_m=-w_m$, so $Mt=-v$. For symmetric $M$, `stationary_iff` then shows that $E_2+E_3$ is stationary at these denominators.

```lean
/-- Two coupled configurations with `M = (2, 1; 1, 3)`, `v = (3, 4)` and denominators `(3, 4)`:
`M` is symmetric and invertible, and the first-order amplitudes solve `M t = -v`. -/
theorem optimised_partitioning_witness :
    (!![2, 1; 1, 3] : Matrix (Fin 2) (Fin 2) ℝ).IsSymm ∧
      IsUnit (!![2, 1; 1, 3] : Matrix (Fin 2) (Fin 2) ℝ).det ∧
      (!![2, 1; 1, 3] : Matrix (Fin 2) (Fin 2) ℝ) *ᵥ amp ![3, 4] ![3, 4] = -![3, 4] := by
  refine ⟨Matrix.IsSymm.ext fun i j => ?_, ?_, ?_⟩
  · fin_cases i <;> fin_cases j <;> simp
  · rw [Matrix.det_fin_two_of, isUnit_iff_ne_zero]
    norm_num
  · ext i
    fin_cases i <;> simp [amp, Matrix.mulVec, dotProduct, Fin.sum_univ_succ] <;> norm_num

end

end OptimisedPartitioning
```

In this two-configuration example $v=d=(3,4)$, so $t=(-1,-1)$ and $Mt=(-3,-4)=-v$. The energies are $E_2=-7$ and $E_3=0$. The proof checks symmetry and the amplitude equation entry by entry, and finds the determinant nonzero.

```lean
#print axioms OptimisedPartitioning.optimised_partitioning
#print axioms OptimisedPartitioning.cepa0_le_energy
#print axioms OptimisedPartitioning.optimal_denominators
```

```
'OptimisedPartitioning.optimised_partitioning' depends on axioms: [propext, Classical.choice, Quot.sound]
'OptimisedPartitioning.cepa0_le_energy' depends on axioms: [propext, Classical.choice, Quot.sound]
'OptimisedPartitioning.optimal_denominators' depends on axioms: [propext, Classical.choice, Quot.sound]
```
